# For a finite-dimensional system with distinct energies, the Schrödinger equation is equivalent to the adiabatic amplitude equations

While the nuclei of a molecule move along a prescribed path, or a spin sits in a turning magnetic field, the Hamiltonian $H(t)$ changes and its eigenstates change with it. How do the amplitudes on these moving eigenstates evolve, and what transfers population between them?

Take $\hbar=1$ and a finite-dimensional state space, with vectors and operators written in an orthonormal basis that does not change in time. The index type `n` labels both the vector components and the eigenstates, so there are as many eigenstates as dimensions.

```lean
import Mathlib

open Matrix ComplexConjugate

namespace AdiabaticEquations

noncomputable section

variable {n : Type*} [Fintype n]
```

The bracket $\langle u,v\rangle=\sum_a u_a^*v_a$ is conjugate-linear on the left.

```lean
/-- The bracket `⟨u, v⟩` of two state vectors, conjugate-linear in `u`. -/
def braket (u v : n → ℂ) : ℂ := star u ⬝ᵥ v
```

With eigenstates $\chi_k(t)$ and amplitudes $c_k(t)$, the state is $\psi=\sum_k c_k\chi_k$. The amplitudes keep their dynamical phases; no factor $e^{-i\int E_k\,dt}$ has been split off.

```lean
/-- The state `ψ(t) = ∑ c_k(t) χ_k(t)` with amplitudes `c_k` on the moving states `χ_k`. -/
def wavefunction (χ : n → ℝ → n → ℂ) (c : n → ℝ → ℂ) (t : ℝ) : n → ℂ :=
  ∑ k, c k t • χ k t
```

The assumptions, at all times, are a Hermitian $H$ with derivative $H'$, and orthonormal $\chi_k$ with derivatives $\chi_k'$ and $H\chi_k=E_k\chi_k$. In Lean `H'` and `χ'` are separate functions, tied to `H` and `χ` by `HasDerivAt`. The real energies $E_k$ need not be assumed differentiable. That a differentiable eigenbasis exists is a hypothesis: physically, each eigenstate can be followed smoothly, with a smooth choice of phase.

```lean
/-- The differentiable Hermitian Hamiltonian `H(t)`, with derivative `H'(t)`, has the
differentiable orthonormal eigenbasis `χ_k(t)`, with derivatives `χ_k'(t)` and energies `E_k(t)`. -/
structure IsAdiabaticBasis [DecidableEq n] (H H' : ℝ → Matrix n n ℂ) (E : n → ℝ → ℝ)
    (χ χ' : n → ℝ → n → ℂ) : Prop where
  hermitian : ∀ t, (H t).IsHermitian
  ham_deriv : ∀ t a b, HasDerivAt (fun s => H s a b) (H' t a b) t
  state_deriv : ∀ t k, HasDerivAt (χ k) (χ' k t) t
  orthonormal : ∀ t j k, braket (χ j t) (χ k t) = if j = k then 1 else 0
  eigen : ∀ t k, H t *ᵥ χ k t = (E k t : ℂ) • χ k t
```

## Moving derivatives and energies across the bracket

Linearity gives $\langle u,\sum_k a_kv_k\rangle=\sum_k\langle u,v_k\rangle a_k$.

```lean
/-- The bracket is linear in superpositions of its second argument. -/
theorem braket_sum (u : n → ℂ) (a : n → ℂ) (v : n → n → ℂ) :
    braket u (∑ k, a k • v k) = ∑ k, braket u (v k) * a k := by
  simp only [braket, dotProduct, Finset.sum_apply, Pi.smul_apply, smul_eq_mul,
    Finset.mul_sum, Finset.sum_mul]
  rw [Finset.sum_comm]
  exact Finset.sum_congr rfl fun k _ => Finset.sum_congr rfl fun b _ => by ring
```

Differentiating component by component gives $\langle u,v\rangle'=\langle u',v\rangle+\langle u,v'\rangle$.

```lean
/-- Product rule for the bracket of two differentiable state vectors. -/
theorem braket_hasDerivAt {u v : ℝ → n → ℂ} {u' v' : n → ℂ} {t : ℝ}
    (hu : HasDerivAt u u' t) (hv : HasDerivAt v v' t) :
    HasDerivAt (fun s => braket (u s) (v s)) (braket u' (v t) + braket (u t) v') t := by
  have h := HasDerivAt.fun_sum (u := Finset.univ) fun a _ =>
    ((hasDerivAt_pi.1 hu a).star).fun_mul (hasDerivAt_pi.1 hv a)
  simpa only [braket, dotProduct, Pi.star_apply, Finset.sum_add_distrib] using h
```

Since $H$ is Hermitian and $E_j$ is real, $\langle\chi_j,Hv\rangle=\langle H\chi_j,v\rangle=E_j\langle\chi_j,v\rangle$.

```lean
variable [DecidableEq n] {H H' : ℝ → Matrix n n ℂ} {E : n → ℝ → ℝ} {χ χ' : n → ℝ → n → ℂ}

/-- The Hamiltonian acts to the left on an eigenstate: `⟨χ_j, H v⟩ = E_j ⟨χ_j, v⟩`. -/
theorem braket_ham (F : IsAdiabaticBasis H H' E χ χ') (t : ℝ) (j : n) (v : n → ℂ) :
    braket (χ j t) (H t *ᵥ v) = E j t * braket (χ j t) v := by
  have h : braket (χ j t) (H t *ᵥ v) = braket (H t *ᵥ χ j t) v := by
    simp only [braket]
    rw [Matrix.star_mulVec, (F.hermitian t).eq, Matrix.dotProduct_mulVec]
  rw [h, F.eigen]
  simp only [braket, star_smul, smul_dotProduct, smul_eq_mul, RCLike.star_def,
    Complex.conj_ofReal]
```

The overlap $\langle\chi_j,\chi_k\rangle=\delta_{jk}$ is constant, so $\langle\chi_j',\chi_k\rangle=-\langle\chi_j,\chi_k'\rangle$. Lean computes the derivative of the overlap twice, by the product rule and as that of a constant, and equates the results with `unique`.

```lean
/-- Orthonormality at all times moves the time derivative from bra to ket with a minus sign. -/
theorem braket_deriv_left (F : IsAdiabaticBasis H H' E χ χ') (t : ℝ) (j k : n) :
    braket (χ' j t) (χ k t) = -braket (χ j t) (χ' k t) := by
  have h := braket_hasDerivAt (F.state_deriv t j) (F.state_deriv t k)
  rw [funext fun s => F.orthonormal s j k] at h
  have h0 := h.unique (hasDerivAt_const t _)
  linear_combination h0
```

## The coupling and its energy denominator

For $j\neq k$, $\langle\chi_j,H\chi_k\rangle=0$ at all times. Differentiating,

$$0=\langle\chi_j',H\chi_k\rangle+\langle\chi_j,H'\chi_k\rangle+\langle\chi_j,H\chi_k'\rangle .$$

The first term is $E_k\langle\chi_j',\chi_k\rangle=-E_k\langle\chi_j,\chi_k'\rangle$ and the last is $E_j\langle\chi_j,\chi_k'\rangle$. If $E_j\neq E_k$, then

$$\langle\chi_j,\chi_k'\rangle=\frac{\langle\chi_j,H'\chi_k\rangle}{E_k-E_j}.$$

The denominator is easily written the wrong way round. In a two-level run started in one eigenstate, the populations $|c_j|^2$ won't reveal this: reversing both couplings amounts to changing the sign of one amplitude. The relative phase of the two amplitudes does come out wrong.

In the code, `e1` and `e2` rewrite the terms of the differentiated identity, and `linear_combination` solves for the coupling.

```lean
/-- The nonadiabatic coupling of two different states with different energies is
`⟨χ_j, χ_k'⟩ = ⟨χ_j, H' χ_k⟩ / (E_k - E_j)`. -/
theorem nonadiabatic_coupling (F : IsAdiabaticBasis H H' E χ χ') (t : ℝ) {j k : n}
    (hjk : j ≠ k) (hE : E j t ≠ E k t) :
    braket (χ j t) (χ' k t) = braket (χ j t) (H' t *ᵥ χ k t) / (E k t - E j t) := by
  have hH : HasDerivAt (fun s => H s *ᵥ χ k s) (H' t *ᵥ χ k t + H t *ᵥ χ' k t) t := by
    rw [hasDerivAt_pi]
    intro a
    have h := HasDerivAt.fun_sum (u := Finset.univ) fun b _ =>
      (F.ham_deriv t a b).fun_mul (hasDerivAt_pi.1 (F.state_deriv t k) b)
    simpa only [Matrix.mulVec, dotProduct, Pi.add_apply, Finset.sum_add_distrib] using h
  -- the off-diagonal element of H vanishes at all times, and so does its derivative
  have h := braket_hasDerivAt (F.state_deriv t j) hH
  have hz : (fun s => braket (χ j s) (H s *ᵥ χ k s)) = fun _ => (0 : ℂ) := by
    funext s
    rw [braket_ham F, F.orthonormal, if_neg hjk, mul_zero]
  rw [hz] at h
  have h0 := h.unique (hasDerivAt_const t _)
  have e1 : braket (χ' j t) (H t *ᵥ χ k t) = E k t * braket (χ' j t) (χ k t) := by
    rw [F.eigen]
    simp only [braket, dotProduct_smul, smul_eq_mul]
  have e2 : braket (χ j t) (H' t *ᵥ χ k t + H t *ᵥ χ' k t)
      = braket (χ j t) (H' t *ᵥ χ k t) + braket (χ j t) (H t *ᵥ χ' k t) := by
    simp only [braket, dotProduct_add]
  rw [e1, e2, braket_ham F, braket_deriv_left F] at h0
  have hne : (E k t : ℂ) - E j t ≠ 0 :=
    sub_ne_zero.2 fun h => hE (Complex.ofReal_injective h).symm
  rw [eq_div_iff hne]
  linear_combination (-1 : ℂ) * h0
```

## Projecting the Schrödinger equation

A vector is fixed by its brackets with all $\chi_j$. The matrix $A$ with rows $\chi_j^*$ satisfies $AA^\dagger=1$; being square, it also satisfies $A^\dagger A=1$, so $Au=Av$ implies $u=v$.

```lean
/-- Completeness: two vectors with the same brackets with all `χ_j(t)` are equal. -/
theorem eq_of_braket_eq (F : IsAdiabaticBasis H H' E χ χ') (t : ℝ) {u v : n → ℂ}
    (h : ∀ j, braket (χ j t) u = braket (χ j t) v) : u = v := by
  let A : Matrix n n ℂ := Matrix.of fun j a => star (χ j t a)
  have hA : A * Aᴴ = 1 := by
    ext j k
    have := F.orthonormal t j k
    simpa [A, Matrix.mul_apply, Matrix.one_apply, braket, dotProduct] using this
  have hA' : Aᴴ * A = 1 := mul_eq_one_comm.1 hA
  have huv : A *ᵥ u = A *ᵥ v := funext h
  calc u = (Aᴴ * A) *ᵥ u := by rw [hA', Matrix.one_mulVec]
    _ = (Aᴴ * A) *ᵥ v := by rw [← Matrix.mulVec_mulVec, huv, Matrix.mulVec_mulVec]
    _ = v := by rw [hA', Matrix.one_mulVec]
```

Suppose $\psi'=-iH\psi$. Differentiating $c_j=\langle\chi_j,\psi\rangle$ gives

$$c_j'=\langle\chi_j',\psi\rangle-i\langle\chi_j,H\psi\rangle=-iE_jc_j-\sum_k\langle\chi_j,\chi_k'\rangle c_k .$$

This also shows that the amplitudes are differentiable. Conversely, if these equations hold for all $j$, then $\psi'=\sum_k(c_k'\chi_k+c_k\chi_k')$ has bracket $c_j'+\sum_k\langle\chi_j,\chi_k'\rangle c_k=-iE_jc_j$ with $\chi_j$. So does $-iH\psi$, and completeness makes the two vectors equal. No energy gap is needed here.

```lean
/-- The Schrödinger equation `ψ' = -iHψ` at time `t` is equivalent to
`c_j' = -i E_j c_j - ∑_k ⟨χ_j, χ_k'⟩ c_k` for all `j`. -/
theorem schrodinger_iff_connection (F : IsAdiabaticBasis H H' E χ χ') (c : n → ℝ → ℂ) (t : ℝ) :
    HasDerivAt (wavefunction χ c) ((-Complex.I) • (H t *ᵥ wavefunction χ c t)) t ↔
      ∀ j, HasDerivAt (c j) (-Complex.I * E j t * c j t
        - ∑ k, braket (χ j t) (χ' k t) * c k t) t := by
  have proj : ∀ j s, braket (χ j s) (wavefunction χ c s) = c j s := by
    intro j s
    simp only [wavefunction, braket_sum, F.orthonormal]
    simp
  have hrhs : ∀ j, braket (χ j t) ((-Complex.I) • (H t *ᵥ wavefunction χ c t))
      = -Complex.I * (E j t * c j t) := by
    intro j
    rw [← proj j t, ← braket_ham F]
    simp only [braket, dotProduct_smul, smul_eq_mul]
  constructor
  · -- differentiate c_j = ⟨χ_j, ψ⟩
    intro hψ j
    have h := braket_hasDerivAt (F.state_deriv t j) hψ
    rw [funext (proj j), hrhs] at h
    refine h.congr_deriv ?_
    simp only [wavefunction, braket_sum, braket_deriv_left F, neg_mul, Finset.sum_neg_distrib]
    ring
  · -- differentiate the expansion and compare brackets with every χ_j
    intro hc
    have hd : ∀ r : n → ℂ, (∀ k, HasDerivAt (c k) (r k) t) →
        HasDerivAt (wavefunction χ c) (∑ k, r k • χ k t + ∑ k, c k t • χ' k t) t := by
      intro r hr
      rw [hasDerivAt_pi]
      intro a
      have h := HasDerivAt.fun_sum (u := Finset.univ) fun k _ =>
        (hr k).fun_mul (hasDerivAt_pi.1 (F.state_deriv t k) a)
      simpa only [wavefunction, Finset.sum_apply, Pi.add_apply, Pi.smul_apply, smul_eq_mul,
        Finset.sum_add_distrib] using h
    refine (hd _ hc).congr_deriv (eq_of_braket_eq F t fun j => ?_)
    have hadd : ∀ u v w : n → ℂ, braket u (v + w) = braket u v + braket u w :=
      fun u v w => dotProduct_add _ _ _
    rw [hrhs, hadd, braket_sum, braket_sum]
    simp only [F.orthonormal, ite_mul, one_mul, zero_mul, Finset.sum_ite_eq,
      Finset.mem_univ, if_true]
    ring
```

If the energies are pairwise distinct at time $t$ (`Function.Injective`), separate the term $k=j$ and insert the coupling in the others:

$$c_j'=-iE_jc_j-\langle\chi_j,\chi_j'\rangle c_j-\sum_{k\neq j}\frac{\langle\chi_j,H'\chi_k\rangle c_k}{E_k-E_j}.$$

The theorem states that this system, for all $j$, is equivalent to the Schrödinger equation at that $t$. `Finset.univ.erase j` is the set of $k\neq j$.

```lean
/-- Adiabatic-basis equations of motion: when the energies at time `t` are pairwise distinct,
`ψ' = -iHψ` holds at `t` exactly when, for all `j`,
`c_j' = -i E_j c_j - ⟨χ_j, χ_j'⟩ c_j - ∑_{k ≠ j} ⟨χ_j, H' χ_k⟩ c_k / (E_k - E_j)`. -/
theorem schrodinger_iff_adiabatic (F : IsAdiabaticBasis H H' E χ χ') (c : n → ℝ → ℂ) (t : ℝ)
    (hE : Function.Injective fun k => E k t) :
    HasDerivAt (wavefunction χ c) ((-Complex.I) • (H t *ᵥ wavefunction χ c t)) t ↔
      ∀ j, HasDerivAt (c j) (-Complex.I * E j t * c j t - braket (χ j t) (χ' j t) * c j t
        - ∑ k ∈ Finset.univ.erase j,
            braket (χ j t) (H' t *ᵥ χ k t) * c k t / (E k t - E j t)) t := by
  rw [schrodinger_iff_connection F]
  refine forall_congr' fun j => ?_
  have hs : ∑ k, braket (χ j t) (χ' k t) * c k t = braket (χ j t) (χ' j t) * c j t
      + ∑ k ∈ Finset.univ.erase j,
          braket (χ j t) (H' t *ᵥ χ k t) * c k t / (E k t - E j t) := by
    rw [← Finset.add_sum_erase Finset.univ (fun k => braket (χ j t) (χ' k t) * c k t)
      (Finset.mem_univ j)]
    congr 1
    refine Finset.sum_congr rfl fun k hk => ?_
    have hjk : j ≠ k := (Finset.ne_of_mem_erase hk).symm
    have h := nonadiabatic_coupling F t hjk (fun h => hjk (hE h))
    simp only [h]
    ring
  rw [hs, ← sub_sub]
```

Equations of this form propagate electronic amplitudes in mixed quantum-classical dynamics, here for a finite matrix $H(t)$ given in advance. Replacing a molecule's electronic Hamiltonian by such a matrix is an approximation that the hypotheses do not justify.

## What changes a population

From $(|c_j|^2)'=2\,\mathrm{Re}(c_j^*c_j')$, the energy term drops out because $-iE_j|c_j|^2$ is imaginary. So does the diagonal term, since $\langle\chi_j,\chi_j'\rangle^*=\langle\chi_j',\chi_j\rangle=-\langle\chi_j,\chi_j'\rangle$. Only the couplings to other states remain:

$$(|c_j|^2)'=-2\,\mathrm{Re}\Big(c_j^*\sum_{k\neq j}\frac{\langle\chi_j,H'\chi_k\rangle c_k}{E_k-E_j}\Big).$$

```lean
/-- For a solution of the Schrödinger equation with pairwise distinct energies at time `t`, the
population obeys `(|c_j|²)' = -2 Re (c_j* ∑_{k ≠ j} ⟨χ_j, H' χ_k⟩ c_k / (E_k - E_j))`. -/
theorem population_rate (F : IsAdiabaticBasis H H' E χ χ') (c : n → ℝ → ℂ) (t : ℝ)
    (hE : Function.Injective fun k => E k t)
    (hψ : HasDerivAt (wavefunction χ c) ((-Complex.I) • (H t *ᵥ wavefunction χ c t)) t) (j : n) :
    HasDerivAt (fun s => ‖c j s‖ ^ 2) (-2 * (conj (c j t) * ∑ k ∈ Finset.univ.erase j,
      braket (χ j t) (H' t *ᵥ χ k t) * c k t / (E k t - E j t)).re) t := by
  have h := (schrodinger_iff_adiabatic F c t hE).1 hψ j
  -- the diagonal term ⟨χ_j, χ_j'⟩ is purely imaginary
  have hA : (braket (χ j t) (χ' j t)).re = 0 := by
    have hconj : braket (χ' j t) (χ j t) = conj (braket (χ j t) (χ' j t)) := by
      simp [braket, dotProduct, map_sum, mul_comm]
    have h1 := congrArg Complex.re (hconj.symm.trans (braket_deriv_left F t j j))
    rw [Complex.conj_re, Complex.neg_re] at h1
    linarith
  refine h.norm_sq.congr_deriv ?_
  rw [Complex.inner]
  simp only [Complex.mul_re, Complex.mul_im, Complex.sub_re, Complex.sub_im, Complex.neg_re,
    Complex.neg_im, Complex.I_re, Complex.I_im, Complex.ofReal_re, Complex.ofReal_im,
    Complex.conj_re, Complex.conj_im]
  linear_combination (-2 * ((c j t).re ^ 2 + (c j t).im ^ 2)) * hA
```

## A spin in a rotating field

The Hamiltonian $H=\cos 2t\,\sigma_z+\sin 2t\,\sigma_x$, with Pauli matrices $\sigma_z,\sigma_x$, has energies $1,-1$ and eigenvectors $\chi_0=(\cos t,\sin t)$, $\chi_1=(-\sin t,\cos t)$. It satisfies every assumption on the basis and the energies; the proof checks them entry by entry with the double-angle formulas.

```lean
/-- A two-level system in a rotating field, with energies `1` and `-1` and real rotating
eigenvectors, is an instance with distinct energies. -/
theorem rotating_field_witness :
    IsAdiabaticBasis (n := Fin 2)
      (fun t a b => ((!![Real.cos (2 * t), Real.sin (2 * t);
        Real.sin (2 * t), -Real.cos (2 * t)] a b : ℝ) : ℂ))
      (fun t a b => ((!![-2 * Real.sin (2 * t), 2 * Real.cos (2 * t);
        2 * Real.cos (2 * t), 2 * Real.sin (2 * t)] a b : ℝ) : ℂ))
      (fun k _ => ![1, -1] k)
      (fun k t a => ((!![Real.cos t, Real.sin t; -Real.sin t, Real.cos t] k a : ℝ) : ℂ))
      (fun k t a => ((!![-Real.sin t, Real.cos t; -Real.cos t, -Real.sin t] k a : ℝ) : ℂ)) ∧
    Function.Injective (fun k : Fin 2 => (![1, -1] k : ℝ)) := by
  have hs : ∀ t : ℝ, (Real.sin t : ℂ) ^ 2 + (Real.cos t : ℂ) ^ 2 = 1 := by
    intro t
    rw [← Complex.ofReal_pow, ← Complex.ofReal_pow, ← Complex.ofReal_add,
      Real.sin_sq_add_cos_sq, Complex.ofReal_one]
  refine ⟨⟨?_, ?_, ?_, ?_, ?_⟩, ?_⟩
  · intro t
    refine Matrix.IsHermitian.ext fun i j => ?_
    fin_cases i <;> fin_cases j <;> simp [-Complex.ofReal_cos, -Complex.ofReal_sin]
  · intro t a b
    have h2 : HasDerivAt (fun s : ℝ => 2 * s) 2 t := by
      simpa using (hasDerivAt_id t).const_mul 2
    have hcos : HasDerivAt (fun s : ℝ => Real.cos (2 * s)) (-2 * Real.sin (2 * t)) t :=
      h2.cos.congr_deriv (by ring)
    have hsin : HasDerivAt (fun s : ℝ => Real.sin (2 * s)) (2 * Real.cos (2 * t)) t :=
      h2.sin.congr_deriv (by ring)
    have hneg : HasDerivAt (fun s : ℝ => -Real.cos (2 * s)) (2 * Real.sin (2 * t)) t :=
      hcos.fun_neg.congr_deriv (by ring)
    refine HasDerivAt.ofReal_comp ?_
    fin_cases a <;> fin_cases b
    · exact hcos
    · exact hsin
    · exact hsin
    · exact hneg
  · intro t k
    refine hasDerivAt_pi.2 fun a => HasDerivAt.ofReal_comp ?_
    fin_cases k <;> fin_cases a
    · exact Real.hasDerivAt_cos t
    · exact Real.hasDerivAt_sin t
    · exact (Real.hasDerivAt_sin t).fun_neg
    · exact Real.hasDerivAt_cos t
  · intro t j k
    have h := hs t
    fin_cases j <;> fin_cases k <;>
      simp [-Complex.ofReal_cos, -Complex.ofReal_sin, braket, dotProduct, Fin.sum_univ_two] <;>
      grind
  · intro t k
    have h := hs t
    have hC : (Real.cos (2 * t) : ℂ) = 2 * (Real.cos t : ℂ) ^ 2 - 1 := by
      simp [Real.cos_two_mul]
    have hS : (Real.sin (2 * t) : ℂ) = 2 * (Real.sin t : ℂ) * (Real.cos t : ℂ) := by
      simp [Real.sin_two_mul]
    ext a
    fin_cases k <;> fin_cases a <;>
      simp [-Complex.ofReal_cos, -Complex.ofReal_sin, Matrix.mulVec, dotProduct,
        Fin.sum_univ_two] <;>
      grind
  · intro j k
    fin_cases j <;> fin_cases k <;> norm_num

end

end AdiabaticEquations
```

```lean
#print axioms AdiabaticEquations.schrodinger_iff_adiabatic
#print axioms AdiabaticEquations.population_rate
```

```
'AdiabaticEquations.schrodinger_iff_adiabatic' depends on axioms: [propext, Classical.choice, Quot.sound]
'AdiabaticEquations.population_rate' depends on axioms: [propext, Classical.choice, Quot.sound]
```
